# The phase a polynomial gains along the real line, from its roots above and below

For a complex polynomial p without real roots, Im(p′/p) at a real point x is the rate at which the phase of p(x) changes with x. The theorem `polynomial_phase` says that this rate is integrable over the whole real line and that its integral, the total change of phase, is π(2N − deg p), where N is the number of roots in the upper half-plane, counted with multiplicity. The polynomial need not be monic, and its roots may be repeated. The proof is by induction on the degree: it splits off one root w, whose share of the integrand is a Lorentzian with integral π or −π as w lies above or below the axis, and applies the induction hypothesis to the remaining factor.

Lean 4 with Mathlib refuses this proof:

```lean
import Mathlib

open Polynomial MeasureTheory
open scoped Real

namespace PolynomialPhase

noncomputable section

/-- For `p ≠ 0`, the number of roots of `p` in the open upper half-plane, with multiplicity. For
`p = 0` the value is `0`. -/
def upperZeros (p : ℂ[X]) : ℕ := p.roots.countP (fun z : ℂ => 0 < z.im)

/-- A root of a polynomial without real roots has non-zero imaginary part. -/
theorem root_im_ne_zero {p : ℂ[X]} (hp : ∀ x : ℝ, p.eval (x : ℂ) ≠ 0) {z : ℂ}
    (hz : p.eval z = 0) : z.im ≠ 0 := by
  intro h
  apply hp z.re
  have hre : ((z.re : ℝ) : ℂ) = z := Complex.ext (by simp) (by simp [h])
  rw [hre]
  exact hz

/-- For `w` off the real axis, `Im (1/(x - w))` is integrable over real `x`, with integral `π` if
`w` lies above the axis and `-π` if it lies below. -/
theorem lorentzian {w : ℂ} (hw : w.im ≠ 0) :
    Integrable (fun x : ℝ => (1 / ((x : ℂ) - w)).im) ∧
    ∫ x : ℝ, (1 / ((x : ℂ) - w)).im = π * (2 * (if 0 < w.im then 1 else 0) - 1) := by
  have key : (fun x : ℝ => (1 / ((x : ℂ) - w)).im)
      = fun x : ℝ => w.im⁻¹ * (1 + ((x - w.re) / w.im) ^ 2)⁻¹ := by
    funext x
    have hD : (x - w.re) ^ 2 + w.im ^ 2 ≠ 0 := by positivity
    have e1 : Complex.normSq ((x : ℂ) - w) = (x - w.re) ^ 2 + w.im ^ 2 := by
      rw [Complex.normSq_apply]
      simp only [Complex.sub_re, Complex.sub_im, Complex.ofReal_re, Complex.ofReal_im]
      ring
    have e2 : 1 + ((x - w.re) / w.im) ^ 2 = ((x - w.re) ^ 2 + w.im ^ 2) / w.im ^ 2 := by
      rw [div_pow, eq_div_iff (pow_ne_zero 2 hw), add_mul,
        div_mul_cancel₀ _ (pow_ne_zero 2 hw)]
      ring
    rw [one_div, Complex.inv_im, e1, e2, inv_div, Complex.sub_im, Complex.ofReal_im,
      zero_sub, neg_neg]
    field_simp
  rw [key]
  refine ⟨((integrable_inv_one_add_sq.comp_div hw).comp_sub_right w.re).const_mul _, ?_⟩
  -- shift and rescale to the standard Lorentzian
  have s1 : ∫ x : ℝ, (1 + ((x - w.re) / w.im) ^ 2)⁻¹ = ∫ x : ℝ, (1 + (x / w.im) ^ 2)⁻¹ :=
    integral_sub_right_eq_self (fun y : ℝ => (1 + (y / w.im) ^ 2)⁻¹) w.re
  have s2 : ∫ x : ℝ, (1 + (x / w.im) ^ 2)⁻¹ = |w.im| • ∫ x : ℝ, (1 + x ^ 2)⁻¹ :=
    Measure.integral_comp_div (fun y : ℝ => (1 + y ^ 2)⁻¹) w.im
  rw [integral_const_mul, s1, s2, integral_univ_inv_one_add_sq, smul_eq_mul]
  split_ifs with h
  · rw [abs_of_pos h]
    linear_combination π * inv_mul_cancel₀ hw
  · rw [abs_of_neg (lt_of_le_of_ne (not_lt.mp h) hw)]
    linear_combination (-π) * inv_mul_cancel₀ hw

/-- For a polynomial `p` without real roots, `Im (p'/p)` is integrable over the real line and its
integral is `π (2N - deg p)`, where `N` counts the roots in the upper half-plane. -/
theorem polynomial_phase (p : ℂ[X]) (hp : ∀ x : ℝ, p.eval (x : ℂ) ≠ 0) :
    Integrable (fun x : ℝ => (p.derivative.eval (x : ℂ) / p.eval (x : ℂ)).im) ∧
    ∫ x : ℝ, (p.derivative.eval (x : ℂ) / p.eval (x : ℂ)).im
      = π * (2 * upperZeros p - p.natDegree) := by
  induction h : p.natDegree generalizing p with
  | zero =>
    obtain ⟨c, rfl⟩ : ∃ c, p = C c := ⟨_, eq_C_of_natDegree_eq_zero h⟩
    simp [upperZeros]
  | succ n ih =>
    -- split off one root `w`
    have hdeg : p.degree ≠ 0 := by
      intro h'
      have := natDegree_eq_of_degree_eq_some h'
      omega
    obtain ⟨w, hw⟩ := IsAlgClosed.exists_root p hdeg
    have him := root_im_ne_zero hp hw
    obtain ⟨r, rfl⟩ := dvd_iff_isRoot.mpr hw
    have hx : ∀ x : ℝ, (x : ℂ) - w ≠ 0 ∧ r.eval (x : ℂ) ≠ 0 := by
      intro x
      have := hp x
      rw [eval_mul, eval_sub, eval_X, eval_C] at this
      exact mul_ne_zero_iff.mp this
    have hr : r ≠ 0 := by
      rintro rfl
      exact (hx 0).2 eval_zero
    have hn : r.natDegree = n := by
      rw [natDegree_mul (X_sub_C_ne_zero w) hr, natDegree_X_sub_C] at h
      omega
    have hN : upperZeros ((X - C w) * r) = upperZeros r + if 0 < w.im then 1 else 0 := by
      unfold upperZeros
      rw [roots_mul (mul_ne_zero (X_sub_C_ne_zero w) hr), roots_X_sub_C,
        Multiset.singleton_add, Multiset.countP_cons]
    have key : (fun x : ℝ => (((X - C w) * r).derivative.eval (x : ℂ)
        / ((X - C w) * r).eval (x : ℂ)).im)
        = fun x : ℝ => (1 / ((x : ℂ) - w)).im
          + (r.derivative.eval (x : ℂ) / r.eval (x : ℂ)).im := by
      funext x
      obtain ⟨h1, h2⟩ := hx x
      rw [← Complex.add_im, div_add_div _ _ h1 h2]
      simp [derivative_mul]
    obtain ⟨i1, v1⟩ := lorentzian him
    obtain ⟨i2, v2⟩ := ih r (fun x => (hx x).2) hn
    rw [key]
    refine ⟨i1.add i2, ?_⟩
    rw [integral_add i1 i2, v1, v2, hN]
    push_cast
    ring

end

end PolynomialPhase
```

Lean reports:

```
Main.lean:72:6: error: omega could not prove the goal:
a possible counterexample may satisfy the constraints
  a ≥ 1
where
 a := ↑Zero.zero
```

This version goes through:

```diff
@@ -69,5 +69,5 @@
     have hdeg : p.degree ≠ 0 := by
       intro h'
-      have := natDegree_eq_of_degree_eq_some h'
+      have h0 : p.natDegree = 0 := natDegree_eq_zero_iff_degree_le_zero.2 h'.le
       omega
     obtain ⟨w, hw⟩ := IsAlgClosed.exists_root p hdeg
```

What went wrong. The error is in the proof that `p.degree ≠ 0`, which is needed before a root can be split off. There `h` says that `p.natDegree` is `n + 1`, and `omega` should refute a `natDegree` of zero.

The lemma `natDegree_eq_of_degree_eq_some` expects the degree to be a natural number cast into `WithBot ℕ`, whereas `h'` has plain `0` there. Lean had to find the natural number by unification, and it found `Zero.zero`, not the numeral `0`. The two are equal by definition, but `omega` doesn't unfold `Zero.zero`. It treats it as an unknown `a`, and the counterexample in the message, `a ≥ 1`, is then consistent with `h`.

The repair states the type of the new fact, `p.natDegree = 0`, so `omega` sees the numeral and finds the contradiction with `h`. The fact is now proved by `natDegree_eq_zero_iff_degree_le_zero`, applied to `h'.le`, which says that the degree is at most zero. This lemma leaves no natural number to be found by unification.
